# Unique carrier density and low-temperature Fermi level of a compensated n-type semiconductor with a single donor level

Take two donors and one acceptor per unit volume. The acceptor captures one donor electron, and the free electron density $n$ obeys $n(n+1)=K(1-n)$, with $K>0$ the donor ionisation constant. Then $K=n(n+1)/(1-n)$ rises from $0$ to $\infty$ on $0<n<1$, so each $K$ fixes one $n$. The ratio $n/K=(1-n)/(1+n)$ stays below $1$ and tends to $1$ as $K\to0^+$, the ratio of filled to empty donors at freeze-out.

## Densities and energies

```lean
import Mathlib

open Filter Topology

namespace CompensatedSemiconductor

noncomputable section
```

This loads the mathematical definitions and the notation for limits.

```lean
/-- Density of ionised donors `ND / (1 + n / K)` at electron density `n`, with `K` the
donor ionisation constant. -/
def ionizedDonors (ND K n : ℝ) : ℝ := ND / (1 + n / K)
```

`def` introduces a function, and `ℝ` makes every density a real number. With donor density $N_D$, the ionised density is $N_D^+=N_D/(1+n/K)$. This law, for independent donors that bind at most one electron in a single level, is postulated.

```lean
/-- The balance equation `n (n + NA) = K (ND - NA - n)` of a compensated semiconductor. -/
def Balance (ND NA K n : ℝ) : Prop := n * (n + NA) = K * (ND - NA - n)
```

`Prop` marks a statement: `Balance ND NA K n` says $n(n+N_A)=K(N_D-N_A-n)$, with $N_A$ the acceptor density.

```lean
/-- The closed-form electron density
`2 K (ND - NA) / (NA + K + √((NA + K)² + 4 K (ND - NA)))`. -/
def carrier (ND NA K : ℝ) : ℝ :=
  2 * K * (ND - NA) / (NA + K + √((NA + K) ^ 2 + 4 * K * (ND - NA)))
```

With $b=N_A+K$, $d=N_D-N_A$ and $s=\sqrt{b^2+4Kd}$, this is $n=2Kd/(b+s)$.

```lean
/-- Effective density of states of the conduction band, `Nc = C τ^(3/2)` with `τ = kT`. -/
def effDOS (C τ : ℝ) : ℝ := C * (τ * √τ)
```

Here $\tau=kT$, with $k$ the Boltzmann constant and $T$ the temperature, and $N_c=C\tau^{3/2}$, the form for a parabolic band in three dimensions. The constant $C$ carries the effective mass.

```lean
/-- Donor ionisation constant `K = (Nc / g) exp (-(Ec - Ed) / τ)` for a level `Ed` with
degeneracy factor `g` and band edge `Ec`. -/
def donorConst (C g Ec Ed τ : ℝ) : ℝ := effDOS C τ / g * Real.exp (-(Ec - Ed) / τ)
```

$K=(N_c/g)\,e^{-(E_c-E_d)/\tau}$, with band edge $E_c$ and donor level $E_d$ independent of temperature. The factor $g$ is the degeneracy of the neutral donor relative to the ionised one.

```lean
/-- Fermi level of non-degenerate electrons of density `n`: `EF = Ec + τ log (n / Nc)`. -/
def fermiLevel (C Ec τ n : ℝ) : ℝ := Ec + τ * Real.log (n / effDOS C τ)
```

This defines the Fermi level $E_F$ by inverting the Boltzmann relation $n=N_c\,e^{(E_F-E_c)/\tau}$. `Real.log` is the natural logarithm.

## Neutrality as a quadratic

```lean
/-- For `n, K > 0`, charge neutrality with fully ionised acceptors, `n + NA = ND⁺`, is
equivalent to the balance equation. -/
theorem neutrality_iff_balance {ND NA K n : ℝ} (hK : 0 < K) (hn : 0 < n) :
    n + NA = ionizedDonors ND K n ↔ Balance ND NA K n := by
  have h : ND / (1 + n / K) = ND * K / (K + n) := by field_simp
  unfold ionizedDonors Balance
  rw [h, eq_div_iff (by positivity)]
  constructor
  · intro h'
    linear_combination h'
  · intro h'
    linear_combination h'
```

Named brackets such as `(hK : 0 < K)` are hypotheses, and `↔` means "if and only if". The left side, $n+N_A=N_D^+$, assumes fully ionised acceptors and no holes. Since $N_D^+=N_DK/(K+n)$, neutrality reads $(n+N_A)(K+n)=N_DK$. Expanding and moving $nK+N_AK$ across gives the balance. `linear_combination` checks that a goal is the stated combination of known equations.

```lean
/-- For `ND > NA > 0` and `K > 0` the closed-form density is positive and solves the
balance equation. -/
theorem carrier_spec {ND NA K : ℝ} (hA : 0 < NA) (hD : NA < ND) (hK : 0 < K) :
    0 < carrier ND NA K ∧ Balance ND NA K (carrier ND NA K) := by
  have hd : 0 < ND - NA := sub_pos.2 hD
  have hs : √((NA + K) ^ 2 + 4 * K * (ND - NA)) ^ 2 = (NA + K) ^ 2 + 4 * K * (ND - NA) :=
    Real.sq_sqrt (by positivity)
  have hden : 0 < NA + K + √((NA + K) ^ 2 + 4 * K * (ND - NA)) := by positivity
  refine ⟨div_pos (by positivity) hden, ?_⟩
  -- rationalise to the usual quadratic formula
  have hq : carrier ND NA K = (√((NA + K) ^ 2 + 4 * K * (ND - NA)) - (NA + K)) / 2 := by
    unfold carrier
    rw [div_eq_iff hden.ne']
    linear_combination (-1 / 2 : ℝ) * hs
  unfold Balance
  rw [hq]
  linear_combination (1 / 4 : ℝ) * hs
```

For $N_D>N_A>0$ and $K>0$ the closed form is positive and (`∧`) solves the balance, which is $n^2+bn=Kd$. From $(s-b)(s+b)=4Kd$ follows $2Kd/(b+s)=(s-b)/2$, which is `hq`. Then
$$n^2+bn=\tfrac14(s-b)^2+\tfrac12 b(s-b)=\tfrac14(s^2-b^2)=Kd .$$
Both steps use `hs`, the equation $s^2=b^2+4Kd$.

```lean
/-- For `NA, K > 0` two positive solutions of the balance equation coincide. -/
theorem balance_unique {ND NA K n m : ℝ} (hA : 0 < NA) (hK : 0 < K) (hn : 0 < n)
    (hm : 0 < m) (bn : Balance ND NA K n) (bm : Balance ND NA K m) : n = m := by
  unfold Balance at bn bm
  have h : (n - m) * (n + m + NA + K) = 0 := by linear_combination bn - bm
  have hpos : n + m + NA + K ≠ 0 := by positivity
  exact sub_eq_zero.1 ((mul_eq_zero.1 h).resolve_right hpos)
```

Subtracting the balances of two positive roots $n$ and $m$ gives $n^2-m^2+b(n-m)=0$, that is $(n-m)(n+m+N_A+K)=0$. The second factor is positive, so $n=m$.

```lean
/-- For `NA, K > 0` a positive solution of the balance equation lies below
`K (ND - NA) / (NA + K)`, below `K (ND - NA) / NA` and below `ND - NA`. -/
theorem balance_bounds {ND NA K n : ℝ} (hA : 0 < NA) (hK : 0 < K) (hn : 0 < n)
    (bn : Balance ND NA K n) :
    n < K * (ND - NA) / (NA + K) ∧ n < K * (ND - NA) / NA ∧ n < ND - NA := by
  unfold Balance at bn
  -- `K (ND - NA)` is a sum of three positive terms
  have h : K * (ND - NA) = n * n + n * NA + n * K := by linear_combination -bn
  have h1 : 0 < n * n := by positivity
  have h2 : 0 < n * NA := by positivity
  have h3 : 0 < n * K := by positivity
  refine ⟨?_, ?_, ?_⟩
  · rw [lt_div_iff₀ (by positivity)]
    nlinarith
  · rw [lt_div_iff₀ hA]
    linarith
  · have h4 : K * n < K * (ND - NA) := by nlinarith
    exact lt_of_mul_lt_mul_left h4 hK.le
```

The balance rearranges to $Kd=n^2+nN_A+nK$, three positive terms. Dropping $n^2$ gives $n<Kd/(N_A+K)$. Keeping only $nN_A$ gives $n<Kd/N_A$, and keeping only $nK$ gives $n<d$. No ordering of $N_D$ and $N_A$ is assumed here.

```lean
/-- For `NA, K > 0` the balance equation has a positive solution exactly when the donors
outnumber the acceptors. -/
theorem exists_root_iff {ND NA K : ℝ} (hA : 0 < NA) (hK : 0 < K) :
    (∃ n, 0 < n ∧ Balance ND NA K n) ↔ NA < ND := by
  constructor
  · rintro ⟨n, hn, bn⟩
    have := (balance_bounds hA hK hn bn).2.2
    linarith
  · intro hD
    exact ⟨_, carrier_spec hA hD hK⟩
```

`∃ n` reads "there is an $n$". A positive root has $0<n<d$, so $N_A<N_D$; conversely the closed form supplies a root. The absence of a root for $N_D\le N_A$ reflects the neglect of holes, both free and bound to acceptors.

## The limit of small $K$

```lean
/-- For `NA > 0` the closed-form density divided by `K` tends to `(ND - NA) / NA` as
`K → 0⁺`. -/
theorem carrier_div_tendsto {NA : ℝ} (ND : ℝ) (hA : 0 < NA) :
    Tendsto (fun K => carrier ND NA K / K) (𝓝[>] 0) (𝓝 ((ND - NA) / NA)) := by
  -- the denominator is continuous and equals `2 NA` at `K = 0`
  have h0 : NA + 0 + √((NA + 0) ^ 2 + 4 * 0 * (ND - NA)) = 2 * NA := by
    rw [show (NA + 0) ^ 2 + 4 * 0 * (ND - NA) = NA ^ 2 by ring, Real.sqrt_sq hA.le]
    ring
  have hcont : Continuous (fun K : ℝ => NA + K + √((NA + K) ^ 2 + 4 * K * (ND - NA))) := by
    fun_prop
  have hden := hcont.tendsto' 0 (2 * NA) h0
  have hne : 2 * NA ≠ 0 := by positivity
  have h1 : Tendsto (fun K : ℝ => 2 * (ND - NA) / (NA + K + √((NA + K) ^ 2 + 4 * K * (ND - NA))))
      (𝓝[>] 0) (𝓝 (2 * (ND - NA) / (2 * NA))) :=
    (tendsto_const_nhds.div hden hne).mono_left nhdsWithin_le_nhds
  have e : 2 * (ND - NA) / (2 * NA) = (ND - NA) / NA := by field_simp
  rw [e] at h1
  refine h1.congr' ?_
  filter_upwards [self_mem_nhdsWithin] with K hK
  have hK' : K ≠ 0 := ne_of_gt hK
  have hc : 2 * K * (ND - NA) / K = 2 * (ND - NA) := by field_simp
  unfold carrier
  rw [div_right_comm, hc]
```

`Tendsto f (𝓝[>] 0) (𝓝 L)` says that $f(K)\to L$ as $K\to0^+$. For $K>0$, cancelling $K$ gives $n/K=2d/(b+s)$. The denominator is continuous (`hcont`) and equals $N_A+\sqrt{N_A^2}=2N_A$ at $K=0$ (`h0`), so the quotient tends to $d/N_A$. The step `congr'` transfers the limit to $n/K$, because both expressions agree for $K>0$.

```lean
/-- Compensated semiconductor, `ND > NA > 0`: for each `K > 0` the balance equation has exactly
one positive root, the closed-form density `n`, with `n < K (ND - NA) / NA`; and
`n / K → (ND - NA) / NA` as `K → 0⁺`. -/
theorem compensated_semiconductor {ND NA : ℝ} (hA : 0 < NA) (hD : NA < ND) :
    (∀ K, 0 < K → (∀ n, (0 < n ∧ Balance ND NA K n) ↔ n = carrier ND NA K) ∧
      carrier ND NA K < K * (ND - NA) / NA) ∧
    Tendsto (fun K => carrier ND NA K / K) (𝓝[>] 0) (𝓝 ((ND - NA) / NA)) := by
  refine ⟨fun K hK => ?_, carrier_div_tendsto ND hA⟩
  obtain ⟨hp, hb⟩ := carrier_spec hA hD hK
  refine ⟨fun n => ⟨fun h => balance_unique hA hK h.1 hp h.2 hb, ?_⟩,
    (balance_bounds hA hK hp hb).2.1⟩
  rintro rfl
  exact ⟨hp, hb⟩
```

For $N_D>N_A>0$ and every (`∀`) $K>0$, a number is a positive root exactly when it equals `carrier ND NA K`, and this root lies below $K(N_D-N_A)/N_A$. Moreover $n/K\to(N_D-N_A)/N_A$ as $K\to0^+$. The proof assembles `carrier_spec`, `balance_unique`, `balance_bounds` and `carrier_div_tendsto`.

A natural slip is to treat weak compensation as none. With $N_A=0$ the balance $n^2=K(N_D-n)$ gives $n\approx\sqrt{KN_D}$ for $N_D>0$ and small $K$, so $n/K$ diverges as $K\to0^+$, whereas any fixed $N_A>0$ eventually dominates $n$ in $n+N_A$. Omitting `hA` would not produce an error in the statement, since Lean sets $N_D/0=0$, but the claimed limit would be false.

## The Fermi level as $kT\to0^+$

```lean
/-- The Fermi level measured from the donor level: `EF = Ed + τ (log (n / K) - log g)` for
positive `C`, `g`, `τ`, `n`. -/
theorem fermiLevel_eq {C g τ n : ℝ} (Ec Ed : ℝ) (hC : 0 < C) (hg : 0 < g) (hτ : 0 < τ)
    (hn : 0 < n) :
    fermiLevel C Ec τ n = Ed + τ * (Real.log (n / donorConst C g Ec Ed τ) - Real.log g) := by
  have hN : 0 < effDOS C τ := by unfold effDOS; positivity
  have hK : 0 < donorConst C g Ec Ed τ := mul_pos (div_pos hN hg) (Real.exp_pos _)
  have e1 : Real.log (donorConst C g Ec Ed τ)
      = Real.log (effDOS C τ) - Real.log g + -(Ec - Ed) / τ := by
    unfold donorConst
    rw [Real.log_mul (div_pos hN hg).ne' (Real.exp_pos _).ne', Real.log_div hN.ne' hg.ne',
      Real.log_exp]
  have hx : τ * (-(Ec - Ed) / τ) = -(Ec - Ed) := by field_simp
  unfold fermiLevel
  rw [Real.log_div hn.ne' hN.ne', Real.log_div hn.ne' hK.ne', e1]
  linear_combination hx
```

From the definition of $K$, $\log K=\log N_c-\log g-(E_c-E_d)/\tau$, which is `e1`. Hence
$$\tau\left(\log\frac nK-\log g\right)=\tau\log\frac{n}{N_c}+E_c-E_d ,$$
and adding $E_d$ gives $E_F=E_d+\tau(\log(n/K)-\log g)$ for any $n>0$. Equivalently $n/K=g\,e^{(E_F-E_d)/\tau}$, which turns $N_D^+$ into the usual form $N_D/(1+g\,e^{(E_F-E_d)/\tau})$.

```lean
/-- For `ND > NA > 0` and a donor level not above the band edge, the Fermi level at the
closed-form density tends to the donor level `Ed` as `τ = kT → 0⁺`. -/
theorem fermiLevel_tendsto_donor {ND NA C g Ec Ed : ℝ} (hA : 0 < NA) (hD : NA < ND)
    (hC : 0 < C) (hg : 0 < g) (hE : Ed ≤ Ec) :
    Tendsto (fun τ => fermiLevel C Ec τ (carrier ND NA (donorConst C g Ec Ed τ)))
      (𝓝[>] 0) (𝓝 Ed) := by
  have hN : ∀ τ : ℝ, 0 < τ → 0 < effDOS C τ / g := fun τ hτ => by unfold effDOS; positivity
  have hKpos : ∀ τ : ℝ, 0 < τ → 0 < donorConst C g Ec Ed τ :=
    fun τ hτ => mul_pos (hN τ hτ) (Real.exp_pos _)
  have hcont : Continuous (fun τ : ℝ => effDOS C τ / g) := by unfold effDOS; fun_prop
  have hN0 : Tendsto (fun τ : ℝ => effDOS C τ / g) (𝓝[>] 0) (𝓝 0) :=
    (hcont.tendsto' 0 0 (by simp [effDOS])).mono_left nhdsWithin_le_nhds
  -- `0 < K ≤ Nc / g → 0`
  have hK : Tendsto (fun τ => donorConst C g Ec Ed τ) (𝓝[>] 0) (𝓝[>] 0) := by
    refine tendsto_nhdsWithin_iff.2 ⟨squeeze_zero' ?_ ?_ hN0, ?_⟩
    · filter_upwards [self_mem_nhdsWithin] with τ hτ using (hKpos τ hτ).le
    · filter_upwards [self_mem_nhdsWithin] with τ hτ
      have hτ' : 0 < τ := hτ
      have hx : -(Ec - Ed) / τ ≤ 0 := div_nonpos_of_nonpos_of_nonneg (by linarith) hτ'.le
      exact mul_le_of_le_one_right (hN τ hτ').le (Real.exp_le_one_iff.2 hx)
    · filter_upwards [self_mem_nhdsWithin] with τ hτ using hKpos τ hτ
  -- `log (n / K)` has a finite limit, so `τ` times it vanishes
  have hr : (ND - NA) / NA ≠ 0 := (div_pos (sub_pos.2 hD) hA).ne'
  have h1 := (((carrier_div_tendsto ND hA).comp hK).log hr).sub_const (Real.log g)
  have hid : Tendsto (fun τ : ℝ => τ) (𝓝[>] 0) (𝓝 0) :=
    tendsto_id.mono_left nhdsWithin_le_nhds
  have h2 := (hid.mul h1).const_add Ed
  rw [zero_mul, add_zero] at h2
  refine h2.congr' ?_
  filter_upwards [self_mem_nhdsWithin] with τ hτ
  exact (fermiLevel_eq Ec Ed hC hg hτ (carrier_spec hA hD (hKpos τ hτ)).1).symm

end

end CompensatedSemiconductor
```

For $N_D>N_A>0$, positive $C$ and $g$, and $E_d\le E_c$, the Fermi level at the neutral density tends to $E_d$. The exponent in $K$ is not positive, so $0<K\le N_c/g\to0$, and `squeeze_zero'` yields $K\to0^+$ (`hK`). Composing with the earlier limit, $\log(n/K)-\log g\to\log(d/N_A)-\log g$, finite because $d/N_A>0$ (`h1`). Multiplied by $\tau\to0$ it vanishes (`h2`). The case $E_d=E_c$ is admitted, although the Boltzmann relation describes real electrons only for $E_c-E_F\gg\tau$.

Within this model of non-degenerate conduction electrons, independent donors that bind at most one electron in one sharp level, fully ionised acceptors and no holes, and for $N_D>N_A>0$, the neutrality condition with incomplete donor ionisation has a single positive solution $n$. Since $E_F$ increases strictly with $n$ at fixed $\tau$, this fixes a single Fermi level, and for $E_d\le E_c$ it approaches the donor level on cooling.

```lean
#print axioms CompensatedSemiconductor.neutrality_iff_balance
-- 'CompensatedSemiconductor.neutrality_iff_balance' depends on axioms: [propext, Classical.choice, Quot.sound]
#print axioms CompensatedSemiconductor.exists_root_iff
-- 'CompensatedSemiconductor.exists_root_iff' depends on axioms: [propext, Classical.choice, Quot.sound]
#print axioms CompensatedSemiconductor.compensated_semiconductor
-- 'CompensatedSemiconductor.compensated_semiconductor' depends on axioms: [propext, Classical.choice, Quot.sound]
#print axioms CompensatedSemiconductor.fermiLevel_tendsto_donor
-- 'CompensatedSemiconductor.fermiLevel_tendsto_donor' depends on axioms: [propext, Classical.choice, Quot.sound]
```
